# The signed area of a closed polygon in the complex plane is unchanged by a common displacement of its vertices

The theorem says that adding one complex number `c` to every vertex of a closed polygon leaves its signed area, given by the shoelace formula, unchanged. If the vertices are read as coherent-state amplitudes, this is a common displacement in phase space, though no quantum states or operators appear in the statement. The polygon has a finite, nonzero number `N` of vertices, indexed cyclically by `ZMod N`, and they are otherwise arbitrary. The proof expands the displaced area into the original sum and two sums linear in `c`, then tries to show that these two vanish because shifting the index round the loop does not change a sum.

In Lean, a first try:

```lean
import Mathlib

open scoped InnerProductSpace ComplexConjugate Topology
open Filter

namespace CoherentStatePolygon

noncomputable section

/-- The signed area of the closed polygon with vertices `a j` in the complex plane,
by the shoelace formula. -/
def signedArea {N : ℕ} [NeZero N] (a : ZMod N → ℂ) : ℝ :=
  (1 / 2) * ∑ j, ((a j).re * (a (j + 1)).im - (a (j + 1)).re * (a j).im)

/-- The signed area does not change when all vertices are displaced by the same `c`. -/
theorem signedArea_displace {N : ℕ} [NeZero N] (a : ZMod N → ℂ) (c : ℂ) :
    signedArea (fun j => a j + c) = signedArea a := by
  have hre : ∑ j, (a (j + 1)).re = ∑ j, (a j).re :=
    Equiv.sum_comp (Equiv.addRight (1 : ZMod N)) fun j => (a j).re
  have him : ∑ j, (a (j + 1)).im = ∑ j, (a j).im :=
    Equiv.sum_comp (Equiv.addRight (1 : ZMod N)) fun j => (a j).im
  have key : ∑ j, ((a j + c).re * (a (j + 1) + c).im - (a (j + 1) + c).re * (a j + c).im) =
      ∑ j, ((a j).re * (a (j + 1)).im - (a (j + 1)).re * (a j).im) +
        ∑ j, c.im * ((a j).re - (a (j + 1)).re) +
        ∑ j, c.re * ((a (j + 1)).im - (a j).im) := by
    rw [← Finset.sum_add_distrib, ← Finset.sum_add_distrib]
    refine Finset.sum_congr rfl fun j _ => ?_
    simp only [Complex.add_re, Complex.add_im]
    ring
  -- the terms linear in `c` telescope around the closed loop
  rw [← Finset.mul_sum, ← Finset.mul_sum, Finset.sum_sub_distrib, Finset.sum_sub_distrib,
    hre, him, sub_self, sub_self, mul_zero, mul_zero, add_zero, add_zero] at key
  simp only [signedArea]
  rw [key]

end

end CoherentStatePolygon
```

The error:

```
Main.lean:32:4: error: Tactic `rewrite` failed: Did not find an occurrence of the pattern
  ∑ j, (a (j + 1)).re
in the target expression
  ∑ x, (a x + c).re * (a (x + 1) + c).im - ∑ x, (a (x + 1) + c).re * (a x + c).im =
    ∑ x, (a x).re * (a (x + 1)).im - ∑ x, (a (x + 1)).re * (a x).im + c.im * ∑ i, ((a i).re - (a (i + 1)).re) +
      c.re * ∑ i, ((a (i + 1)).im - (a i).im)

N : ℕ
inst✝ : NeZero N
a : ZMod N → ℂ
c : ℂ
hre : ∑ j, (a (j + 1)).re = ∑ j, (a j).re
him : ∑ j, (a (j + 1)).im = ∑ j, (a j).im
key :
  ∑ x, (a x + c).re * (a (x + 1) + c).im - ∑ x, (a (x + 1) + c).re * (a x + c).im =
    ∑ x, (a x).re * (a (x + 1)).im - ∑ x, (a (x + 1)).re * (a x).im + c.im * ∑ i, ((a i).re - (a (i + 1)).re) +
      c.re * ∑ i, ((a (i + 1)).im - (a i).im)
⊢ (signedArea fun j => a j + c) = signedArea a
```

Diagnosis. The error says that `rw` could not find the sum `∑ j, (a (j + 1)).re`, the left side of `hre`, in `key`. The two uses of `Finset.sum_sub_distrib` were meant for the sums multiplied by `c.im` and `c.re`. But the shoelace sums are also sums of differences, and `rw` met them first: one use split the sum on the left of `key`, the other the first sum on the right. The intended sums stayed whole, so the sum `hre` needs never appeared by itself.

The repair proves that the two intended sums are zero in separate statements, `z1` and `z2`. In each of these there is only one sum to split, so `Finset.sum_sub_distrib` acts on the right one, and `hre` or `him` followed by `sub_self` finishes the proof. Rewriting `key` with `z1` and `z2` then removes the terms in `c`. It also leaves the shoelace sums unsplit, as they stand in the definition of `signedArea`, so the final `rw [key]` can use them.

As a diff, the version that Lean accepts:

```diff
@@ -29,6 +29,10 @@
     ring
   -- the terms linear in `c` telescope around the closed loop
-  rw [← Finset.mul_sum, ← Finset.mul_sum, Finset.sum_sub_distrib, Finset.sum_sub_distrib,
-    hre, him, sub_self, sub_self, mul_zero, mul_zero, add_zero, add_zero] at key
+  have z1 : ∑ j, ((a j).re - (a (j + 1)).re) = 0 := by
+    rw [Finset.sum_sub_distrib, hre, sub_self]
+  have z2 : ∑ j, ((a (j + 1)).im - (a j).im) = 0 := by
+    rw [Finset.sum_sub_distrib, him, sub_self]
+  rw [← Finset.mul_sum, ← Finset.mul_sum, z1, z2, mul_zero, mul_zero, add_zero,
+    add_zero] at key
   simp only [signedArea]
   rw [key]
```
